# With uniform real pairing Δ and hole block −h, the Bogoliubov–de Gennes matrix squares to h² + Δ² in each diagonal block and zero off the diagonal

The theorem `bdg_sq` concerns the finite matrix `[[h, Δ], [Δ, -h]]`, in which `h` is the normal-state Hamiltonian and the real number `Δ` is a pairing amplitude multiplying the identity. It states that the square of this matrix has `h² + Δ²` in both the particle and the hole block, and zero in the blocks that couple them. Here `h` may be any complex square matrix, as the proof does not need it to be Hermitian, and the hole block is taken to be exactly `-h`. The attempt proves one identity for each of the four blocks, `e1` to `e4`, and then multiplies the block matrices out and rewrites with these.

An attempt in Lean 4 with a fault in it:

```lean
import Mathlib

open Matrix

namespace AndersonTheorem

variable {n : Type*} [Fintype n]

variable [DecidableEq n]

/-- The Bogoliubov-de Gennes matrix `[[h, Δ], [Δ, -h]]` with normal-state Hamiltonian `h` and
uniform real pairing amplitude `Δ`. -/
def bdg (h : Matrix n n ℂ) (Δ : ℝ) : Matrix (n ⊕ n) (n ⊕ n) ℂ :=
  fromBlocks h ((Δ : ℂ) • 1) ((Δ : ℂ) • 1) (-h)

/-- The square of the Bogoliubov-de Gennes matrix is block diagonal, with `h² + Δ²` in both the
particle and the hole block. -/
theorem bdg_sq (h : Matrix n n ℂ) (Δ : ℝ) :
    bdg h Δ ^ 2 =
      fromBlocks (h ^ 2 + (Δ : ℂ) ^ 2 • 1) 0 0 (h ^ 2 + (Δ : ℂ) ^ 2 • 1) := by
  have e1 : h * h + ((Δ : ℂ) • 1) * ((Δ : ℂ) • 1) = h ^ 2 + (Δ : ℂ) ^ 2 • 1 := by
    simp [pow_two, smul_smul]
  have e2 : h * ((Δ : ℂ) • 1) + ((Δ : ℂ) • 1) * (-h) = 0 := by simp
  have e3 : ((Δ : ℂ) • 1) * h + (-h) * ((Δ : ℂ) • 1) = 0 := by simp
  have e4 : ((Δ : ℂ) • 1) * ((Δ : ℂ) • 1) + (-h) * (-h) = h ^ 2 + (Δ : ℂ) ^ 2 • 1 := by
    rw [neg_mul_neg, add_comm, e1]
  rw [pow_two (bdg h Δ), bdg, fromBlocks_multiply, e1, e2, e3, e4]

end AndersonTheorem
```

Compiling this gives:

```
Main.lean:21:79: error: unsolved goals
n : Type u_1
inst✝¹ : Fintype n
inst✝ : DecidableEq n
h : Matrix n n ℂ
Δ : ℝ
⊢ (Δ * Δ) • 1 = (↑Δ * ↑Δ) • 1
```

The error is in `e1`, the identity for the particle block. In the goal that `simp` leaves, the two sides look alike, but on the left the real number `Δ * Δ` multiplies the identity matrix, and on the right the complex number `↑Δ * ↑Δ` does.

The difference arises because `simp` turns multiplication by a real number cast to `ℂ` into multiplication by the real number itself. On the left each factor `(Δ : ℂ) • 1` has such a scalar, so the product becomes a real multiple. On the right `pow_two` turns the scalar `(Δ : ℂ) ^ 2` into a product of two casts, which is not itself a cast of the form that rule needs, so it stays complex.

The repair replaces `simp` with a fixed chain of rewrites that never leaves the complex scalars. `smul_mul_assoc` and `one_mul` reduce the product of the two pairing terms to `(Δ : ℂ) • (Δ : ℂ) • 1`, and `smul_smul` merges the scalars. The two uses of `pow_two` expand `h ^ 2` and `(Δ : ℂ) ^ 2`, after which both sides are identical and `rw` closes the goal.

The change, after which it compiles:

```diff
@@ -20,5 +20,5 @@
       fromBlocks (h ^ 2 + (Δ : ℂ) ^ 2 • 1) 0 0 (h ^ 2 + (Δ : ℂ) ^ 2 • 1) := by
   have e1 : h * h + ((Δ : ℂ) • 1) * ((Δ : ℂ) • 1) = h ^ 2 + (Δ : ℂ) ^ 2 • 1 := by
-    simp [pow_two, smul_smul]
+    rw [smul_mul_assoc, one_mul, smul_smul, pow_two, pow_two]
   have e2 : h * ((Δ : ℂ) • 1) + ((Δ : ℂ) • 1) * (-h) = 0 := by simp
   have e3 : ((Δ : ℂ) • 1) * h + (-h) * ((Δ : ℂ) • 1) = 0 := by simp
```
